# The reciprocal lattice is 2π times the direct lattice exactly when the metric is an integer matrix of determinant 1

Let the columns of a real invertible $n\times n$ matrix $A$ be the basis vectors of a lattice, and let $B = 2\pi (A^{-1})^T$ be the reciprocal basis. Then

$$B\,\mathbb Z^n = 2\pi\, A\,\mathbb Z^n \quad\Longleftrightarrow\quad G = A^TA \text{ has integer entries and } \det G = 1 .$$

Here $A\,\mathbb Z^n$ is the set of all $Am$ with $m$ an integer vector, and $G$ is the metric, the matrix of scalar products of the basis vectors. More generally, for any $c>0$,

$$B\,\mathbb Z^n = c\, A\,\mathbb Z^n \quad\Longleftrightarrow\quad \tfrac{c}{2\pi}G \text{ has integer entries and determinant } 1 .$$

If $A$ carries a length unit, $c$ carries an inverse squared length, and $\tfrac{c}{2\pi}G$ is dimensionless. The first form, with $c=2\pi$, presupposes that lengths are given as pure numbers in a fixed unit.

## Cells that hide a mix-up of direct and reciprocal vectors

In an electronic-structure code for a perfectly periodic crystal, the plane waves with the period of the lattice have their wavevectors in $B\,\mathbb Z^n$. The code builds $B$ from $A$ and enumerates these vectors up to a cutoff. Suppose that a bug puts $2\pi A$ in place of $B$. On a cell that satisfies the criterion, the complete set of wavevectors is still correct, so a test that looks only at this set, or at its lengths and multiplicities, will pass.

The simple cubic cell of unit side is such a cell. So is the oblique cell with basis vectors $(1,0)$ and $(1,1)$: its metric has rows $(1,1)$ and $(1,2)$, with determinant 1. There the bases $B$ and $2\pi A$ differ, although they span the same lattice. A test cell whose metric fails the criterion does distinguish the two sets, but their lengths and multiplicities may still agree. For a rectangular cell with sides $a$ and $1/a$, where $a>0$ and $a\neq1$, the two sets differ only by a quarter turn, so a test of lengths alone still passes.

The two-dimensional hexagonal cell fails the general criterion for every scale factor $c>0$. Its reciprocal lattice is a scaled copy of the direct lattice turned by 30 degrees, and the turn matters when a code places high-symmetry points or a mesh in Cartesian coordinates.

## From a change of basis to the metric

Write $L(M) = \{Mm : m\in\mathbb Z^n\}$ for the lattice spanned by the columns of $M$.

**The metric as a change of basis.** Put $N = \tfrac{c}{2\pi}G$. Then

$$BN = 2\pi (A^{-1})^T\,\tfrac{c}{2\pi}A^TA = c\,(AA^{-1})^TA = cA .$$

Since $c\,L(A) = L(cA)$, the question is whether $L(BN) = L(B)$. The matrix $B$ is invertible, and $\det N = (c/2\pi)^n(\det A)^2 > 0$.

**Inclusion.** For invertible $M$, $L(MN)\subseteq L(M)$ holds exactly when $N$ is an integer matrix. If the inclusion holds, apply it to the unit vector $e_j$: there is an integer vector $m$ with $MNe_j = Mm$. Multiplying by $M^{-1}$ gives $Ne_j = m$, so column $j$ of $N$ is integer. Conversely, if $N$ is integer, then $MNm = M(Nm)$ with $Nm$ an integer vector.

**Equality implies determinant 1.** Let $L(MN) = L(M)$ with $\det N>0$. The inclusion result shows that $N$ is integer. Since $M = (MN)N^{-1}$, the same result applied to the basis $MN$ shows that $N^{-1}$ is integer. So $p = \det N$ and $q = \det N^{-1}$ are integers with $pq = 1$ and $p>0$, hence $p = 1$.

**Determinant 1 implies equality.** Let $N$ be integer with $\det N = 1$. Then $L(MN)\subseteq L(M)$. The entries of the adjugate $\operatorname{adj}N$ are determinants of integer matrices, hence integers, and $N\operatorname{adj}N = (\det N)\,I = I$. Therefore $M = (MN)\operatorname{adj}N$, which gives $L(M)\subseteq L(MN)$.

Taking $M = B$ proves the general criterion, and $c = 2\pi$ gives $N = G$.

**Rectangular cell with sides $a$ and $1/a$, $a>0$.** The metric is $\operatorname{diag}(a^2, a^{-2})$, with determinant 1 for every $a$. If its entries are integers, they are integers with product 1 and the first is positive, so $a^2 = 1$ and $a = 1$. For $a=1$ the metric is the identity. A metric of determinant 1 is therefore not enough for the reciprocal lattice to be $2\pi$ times the direct one.

**Hexagonal cell.** For basis vectors $(a,0)$ and $(-a/2,\sqrt3\,a/2)$ with $a\neq0$, the metric has $G_{11} = a^2$ and $\det G = \tfrac34a^4$. If the criterion held for some $c>0$, then $p = ca^2/2\pi$ would be an integer with $\tfrac34p^2 = 1$. That means $3p^2 = 4$, which is impossible because 3 does not divide 4.

## The Lean file

```lean
import Mathlib

open Matrix
open scoped Real Pointwise

namespace ReciprocalSelfDuality

noncomputable section

variable {n : Type*} [Fintype n] [DecidableEq n]

/-- The lattice of all integer combinations of the columns of `A`. -/
def lattice (A : Matrix n n ℝ) : Set (n → ℝ) :=
  Set.range fun m : n → ℤ => A *ᵥ (fun i => (m i : ℝ))

/-- The reciprocal basis `2π (A⁻¹)ᵀ`, with the basis vectors as columns. -/
def reciprocal (A : Matrix n n ℝ) : Matrix n n ℝ := (2 * π) • (A⁻¹)ᵀ

/-- The metric of a cell: the matrix of scalar products of its basis vectors. -/
def metric (A : Matrix n n ℝ) : Matrix n n ℝ := Aᵀ * A

/-- All entries of the real matrix `N` are integers. -/
def IsInteger (N : Matrix n n ℝ) : Prop := ∀ i j, ∃ k : ℤ, N i j = k

omit [DecidableEq n] in
/-- Scaling a lattice by `c` is the same as scaling its basis vectors by `c`. -/
theorem smul_lattice (c : ℝ) (A : Matrix n n ℝ) : c • lattice A = lattice (c • A) := by
  have hs : ∀ m : n → ℤ, (c • A) *ᵥ (fun i => (m i : ℝ)) =
      c • (A *ᵥ (fun i => (m i : ℝ))) := by
    intro m
    ext i
    simp [Matrix.mulVec, dotProduct, Finset.mul_sum, mul_assoc]
  ext x
  constructor
  · rintro ⟨_, ⟨m, rfl⟩, rfl⟩
    exact ⟨m, hs m⟩
  · rintro ⟨m, rfl⟩
    exact ⟨_, ⟨m, rfl⟩, (hs m).symm⟩

/-- For invertible `M`, the integer combinations of the columns of `M N` all lie in the lattice of
`M` exactly when `N` is an integer matrix. -/
theorem lattice_mul_subset_iff (M N : Matrix n n ℝ) (hM : M.det ≠ 0) :
    lattice (M * N) ⊆ lattice M ↔ IsInteger N := by
  constructor
  · intro h i j
    -- the j-th new basis vector has integer coordinates in the old basis
    obtain ⟨m, hm⟩ := h ⟨fun k => if k = j then 1 else 0, rfl⟩
    have h1 := congrArg (fun v => M⁻¹ *ᵥ v) hm
    simp only [Matrix.mulVec_mulVec, ← Matrix.mul_assoc,
      Matrix.nonsing_inv_mul M (isUnit_iff_ne_zero.2 hM), Matrix.one_mul,
      Matrix.one_mulVec] at h1
    have h2 := congrFun h1 i
    refine ⟨m i, ?_⟩
    rw [h2]
    simp [Matrix.mulVec, dotProduct]
  · intro hN
    choose K hK using hN
    rintro _ ⟨m, rfl⟩
    refine ⟨fun i => ∑ j, K i j * m j, ?_⟩
    show M *ᵥ _ = (M * N) *ᵥ _
    rw [← Matrix.mulVec_mulVec]
    congr 1
    ext i
    simp [Matrix.mulVec, dotProduct, hK]

/-- The determinant of a matrix with integer entries is an integer. -/
theorem IsInteger.det {N : Matrix n n ℝ} (hN : IsInteger N) : ∃ k : ℤ, N.det = k := by
  choose K hK using hN
  exact ⟨(Matrix.of K).det, by simp [Matrix.det_apply', hK]⟩

private theorem int_eq_one {p q : ℤ} (hp : 0 < p) (h : p * q = 1) : p = 1 := by
  have hq : 0 < q := by
    by_contra hq
    have hq' : q ≤ 0 := not_lt.1 hq
    nlinarith
  have : p ≤ 1 := by nlinarith
  omega

/-- For a change of basis `N` of positive determinant, the bases `M N` and `M` span the
same lattice exactly when `N` has integer entries and determinant 1. -/
theorem lattice_mul_eq_iff (M N : Matrix n n ℝ) (hM : M.det ≠ 0) (hN : 0 < N.det) :
    lattice (M * N) = lattice M ↔ IsInteger N ∧ N.det = 1 := by
  constructor
  · intro h
    have hi : IsInteger N := (lattice_mul_subset_iff M N hM).1 h.subset
    have hinv : N * N⁻¹ = 1 := Matrix.mul_nonsing_inv N (isUnit_iff_ne_zero.2 hN.ne')
    have hMN : (M * N).det ≠ 0 := by
      rw [Matrix.det_mul]
      exact mul_ne_zero hM hN.ne'
    have hi' : IsInteger N⁻¹ := by
      apply (lattice_mul_subset_iff (M * N) N⁻¹ hMN).1
      rw [Matrix.mul_assoc, hinv, Matrix.mul_one]
      exact h.symm.subset
    -- two integers with product 1, the first of them positive
    obtain ⟨p, hp⟩ := hi.det
    obtain ⟨q, hq⟩ := hi'.det
    have hpq : (p : ℝ) * q = 1 := by
      rw [← hp, ← hq, ← Matrix.det_mul, hinv, Matrix.det_one]
    have hp0 : 0 < p := by
      rw [hp] at hN
      exact_mod_cast hN
    have hp1 : p = 1 := int_eq_one hp0 (by exact_mod_cast hpq)
    exact ⟨hi, by rw [hp, hp1]; norm_num⟩
  · rintro ⟨hi, hd⟩
    apply Set.Subset.antisymm ((lattice_mul_subset_iff M N hM).2 hi)
    -- the adjugate is an integer inverse of N
    have hadj : IsInteger N.adjugate := by
      intro i j
      rw [Matrix.adjugate_apply]
      apply IsInteger.det
      intro k l
      by_cases hk : k = j
      · exact ⟨if l = i then 1 else 0, by simp [Matrix.updateRow_apply, hk, Pi.single_apply]⟩
      · obtain ⟨z, hz⟩ := hi k l
        exact ⟨z, by simp [Matrix.updateRow_apply, hk, hz]⟩
    have hMN : (M * N).det ≠ 0 := by
      rw [Matrix.det_mul, hd, mul_one]
      exact hM
    have h := (lattice_mul_subset_iff (M * N) N.adjugate hMN).2 hadj
    rwa [Matrix.mul_assoc, Matrix.mul_adjugate, hd, one_smul, Matrix.mul_one] at h

/-- The metric, scaled by `c / 2π`, expresses `c` times the direct basis in the
reciprocal basis. -/
theorem smul_eq_reciprocal_mul (A : Matrix n n ℝ) (hA : A.det ≠ 0) (c : ℝ) :
    c • A = reciprocal A * ((c / (2 * π)) • metric A) := by
  have h : 2 * π * (c / (2 * π)) = c := by field_simp
  unfold reciprocal metric
  rw [Matrix.smul_mul, Matrix.mul_smul, smul_smul, ← Matrix.mul_assoc,
    ← Matrix.transpose_mul, Matrix.mul_nonsing_inv A (isUnit_iff_ne_zero.2 hA),
    Matrix.transpose_one, Matrix.one_mul, h]

/-- The reciprocal lattice is `c > 0` times the direct lattice exactly when the metric
scaled by `c / 2π` has integer entries and determinant 1. -/
theorem reciprocal_eq_smul_iff (A : Matrix n n ℝ) (hA : A.det ≠ 0) {c : ℝ} (hc : 0 < c) :
    lattice (reciprocal A) = c • lattice A ↔
      IsInteger ((c / (2 * π)) • metric A) ∧ ((c / (2 * π)) • metric A).det = 1 := by
  have key := smul_eq_reciprocal_mul A hA c
  have hB : (reciprocal A).det ≠ 0 := by
    intro h0
    have hd := congrArg Matrix.det key
    rw [Matrix.det_mul, h0, zero_mul, Matrix.det_smul] at hd
    exact mul_ne_zero (pow_ne_zero _ hc.ne') hA hd
  have hH : 0 < ((c / (2 * π)) • metric A).det := by
    rw [Matrix.det_smul, metric, Matrix.det_mul, Matrix.det_transpose]
    exact mul_pos (pow_pos (by positivity) _) (mul_self_pos.2 hA)
  rw [smul_lattice, key]
  exact eq_comm.trans (lattice_mul_eq_iff _ _ hB hH)

/-- Self-duality: the reciprocal lattice is `2π` times the direct lattice exactly when the
metric has integer entries and determinant 1. -/
theorem self_dual_iff (A : Matrix n n ℝ) (hA : A.det ≠ 0) :
    lattice (reciprocal A) = (2 * π) • lattice A ↔
      IsInteger (metric A) ∧ (metric A).det = 1 := by
  have hpi : 2 * π ≠ 0 := by positivity
  have h := reciprocal_eq_smul_iff A hA (c := 2 * π) (by positivity)
  rwa [div_self hpi, one_smul] at h

/-- A rectangular cell with sides `a` and `1/a`. -/
def rectangular (a : ℝ) : Matrix (Fin 2) (Fin 2) ℝ := !![a, 0; 0, a⁻¹]

/-- For `a > 0`, the reciprocal lattice of the rectangular cell with sides `a` and `1/a` is `2π`
times its direct lattice exactly when `a = 1`. -/
theorem rectangular_self_dual_iff {a : ℝ} (ha : 0 < a) :
    lattice (reciprocal (rectangular a)) = (2 * π) • lattice (rectangular a) ↔ a = 1 := by
  have hdet : (rectangular a).det ≠ 0 := by
    simp [rectangular, Matrix.det_fin_two, ha.ne']
  rw [self_dual_iff _ hdet]
  constructor
  · rintro ⟨hi, -⟩
    obtain ⟨p, hp⟩ := hi 0 0
    obtain ⟨q, hq⟩ := hi 1 1
    have h0 : metric (rectangular a) 0 0 = a * a := by
      simp [metric, rectangular, Matrix.mul_apply, Fin.sum_univ_two]
    have h1 : metric (rectangular a) 1 1 = a⁻¹ * a⁻¹ := by
      simp [metric, rectangular, Matrix.mul_apply, Fin.sum_univ_two]
    rw [h0] at hp
    rw [h1] at hq
    have hpq : (p : ℝ) * q = 1 := by
      rw [← hp, ← hq]
      field_simp
    have hp0 : (0 : ℝ) < p := by
      rw [← hp]
      positivity
    have hp1 : p = 1 := int_eq_one (by exact_mod_cast hp0) (by exact_mod_cast hpq)
    rw [hp1, Int.cast_one] at hp
    nlinarith
  · intro h
    have h1 : rectangular a = 1 := by
      rw [h]
      ext i j
      fin_cases i <;> fin_cases j <;> simp [rectangular]
    rw [h1]
    constructor
    · intro i j
      exact ⟨if i = j then 1 else 0, by simp [metric, Matrix.one_apply]⟩
    · simp [metric]

/-- A hexagonal cell: two vectors of length `|a|` at an angle of 120 degrees. -/
def hexagonal (a : ℝ) : Matrix (Fin 2) (Fin 2) ℝ :=
  !![a, -a / 2; 0, Real.sqrt 3 * a / 2]

/-- The hexagonal reciprocal lattice is not a positive multiple of the direct lattice. -/
theorem hexagonal_not_self_dual {a c : ℝ} (ha : a ≠ 0) (hc : 0 < c) :
    lattice (reciprocal (hexagonal a)) ≠ c • lattice (hexagonal a) := by
  have hdet : (hexagonal a).det = Real.sqrt 3 * a ^ 2 / 2 := by
    rw [hexagonal, Matrix.det_fin_two_of]
    ring
  have hA : (hexagonal a).det ≠ 0 := by
    rw [hdet]
    positivity
  intro h
  obtain ⟨hi, hd⟩ := (reciprocal_eq_smul_iff _ hA hc).1 h
  obtain ⟨p, hp⟩ := hi 0 0
  have h00 : metric (hexagonal a) 0 0 = a ^ 2 := by
    simp [metric, hexagonal, Matrix.mul_apply, Fin.sum_univ_two, pow_two]
  rw [Matrix.smul_apply, smul_eq_mul, h00] at hp
  rw [Matrix.det_smul, metric, Matrix.det_mul, Matrix.det_transpose, hdet,
    Fintype.card_fin] at hd
  have hs : Real.sqrt 3 ^ 2 = 3 := Real.sq_sqrt (by norm_num)
  -- integrality and determinant 1 together would make 4 divisible by 3
  have h3 : (3 : ℝ) * (p : ℝ) ^ 2 = 4 := by
    rw [← hp]
    linear_combination 4 * hd - (c / (2 * π)) ^ 2 * a ^ 4 * hs
  have h4 : (3 : ℤ) * p ^ 2 = 4 := by exact_mod_cast h3
  have h5 : (3 : ℤ) ∣ 4 := ⟨p ^ 2, h4.symm⟩
  norm_num at h5

end

end ReciprocalSelfDuality
```

```lean
#print axioms ReciprocalSelfDuality.reciprocal_eq_smul_iff
-- 'ReciprocalSelfDuality.reciprocal_eq_smul_iff' depends on axioms: [propext, Classical.choice, Quot.sound]
#print axioms ReciprocalSelfDuality.rectangular_self_dual_iff
-- 'ReciprocalSelfDuality.rectangular_self_dual_iff' depends on axioms: [propext, Classical.choice, Quot.sound]
#print axioms ReciprocalSelfDuality.hexagonal_not_self_dual
-- 'ReciprocalSelfDuality.hexagonal_not_self_dual' depends on axioms: [propext, Classical.choice, Quot.sound]
```

## What the theorems say about a cell

The main statement is `self_dual_iff`, and `reciprocal_eq_smul_iff` is its version for general $c$. Their terms translate as follows.

- The index type `n` is any finite type, so the dimension is arbitrary but finite.
- `lattice A` is the set of integer combinations of the columns of `A`. In `c • lattice A`, every vector of that set is multiplied by `c`.
- `reciprocal A` is $2\pi(A^{-1})^T$, which fixes the convention $a_i\cdot b_j = 2\pi\delta_{ij}$ for the columns $a_i$ of $A$ and $b_j$ of $B$.
- `metric A` is $A^TA$, and `IsInteger` says that every entry of a real matrix equals some integer.
- The hypothesis `A.det ≠ 0` says that the basis vectors are linearly independent, so that the cell has nonzero volume.

A code that stores basis vectors as rows has $R = A^T$; its metric is $RR^T$, and its reciprocal rows are those of $2\pi(R^{-1})^T$.

The equality is one of sets of vectors in a fixed Cartesian frame. It does not require $B = 2\pi A$, and it does not allow a rotation. This is why `hexagonal_not_self_dual` is compatible with the 30-degree relation mentioned above, a geometrical remark for which the file contains no theorem.

The theorems concern translation lattices only. The atoms in the cell, and with them the structure factors and the space group, do not enter. Because $A$ is square, the theorems do not apply directly to a slab described by two periodic vectors in three dimensions; they do apply, with $n=2$, once these vectors are written in Cartesian coordinates of their own plane. The arithmetic is that of exact real numbers: in a program, rounding can make an exact test for integer entries fail on a cell that satisfies the criterion, and the theorems give no error bound from which to choose a tolerance.

## How the Lean proof follows the derivation

`smul_lattice` proves $c\,L(A) = L(cA)$, and `smul_eq_reciprocal_mul` proves $cA = BN$.

`lattice_mul_subset_iff` is the inclusion result. In the forward direction it feeds the integer unit vector for column `j` into the assumed inclusion and multiplies by `M⁻¹`. In the backward direction `choose` collects the integer entries of `N` into `K`, and the new coordinates are the sums `∑ j, K i j * m j`.

`IsInteger.det` shows that an integer matrix has an integer determinant, and `int_eq_one` settles $pq=1$ with $p>0$. `lattice_mul_eq_iff` combines these. It uses the inclusion result once for `N` and once for `N⁻¹`, then multiplies the two determinants. For the converse, `Matrix.adjugate_apply` writes each entry of the adjugate as the determinant of `N` with one row replaced by a unit vector, so `IsInteger.det` applies again.

`reciprocal_eq_smul_iff` checks the two conditions needed to use this with $M = B$. If $\det B$ were zero, the determinant of $cA = BN$ would vanish, against the assumption on $A$; and $\det N$ is positive because it contains the square of $\det A$. `self_dual_iff` then sets $c = 2\pi$.

For the two example cells, the proofs read off the metric entries that they need. `rectangular_self_dual_iff` passes the two diagonal entries to `int_eq_one`. In `hexagonal_not_self_dual`, the `linear_combination` step combines the determinant condition with $(\sqrt3)^2 = 3$ to obtain $3p^2 = 4$, and divisibility by 3 gives the contradiction.
